# The non-interacting blip equation is exact for an uncoupled two-level system started in a localised state

The polarisation is defined here from a state vector, while the blip equation is a separate condition on a real function of time. Exactness is then a statement that connects the two. The blip equation is postulated in its bath-free form, the spin-boson memory equation with the bath correlations set to zero, and is not derived from a path sum.

In Lean 4 with Mathlib:

```lean
import Mathlib

open Matrix
open Complex (I normSq)

namespace UncoupledSpinBoson

noncomputable section
```

The bias e and the tunnelling D are real, ħ = 1, and the Hamiltonian is H = (e σz + D σx)/2.

```lean
/-- The two-level Hamiltonian `(e σz + D σx) / 2` with bias `e` and tunnelling `D`. -/
def hamiltonian (e D : ℝ) : Matrix (Fin 2) (Fin 2) ℂ :=
  !![(e : ℂ) / 2, (D : ℂ) / 2; (D : ℂ) / 2, -(e : ℂ) / 2]
```

A trajectory ψ has components ψ₀(t) and ψ₁(t), written `ψ t 0` and `ψ t 1`; its state at time zero is ψ(0). `Schrodinger` demands ψ′ = −iHψ at every real time, negative times included.

```lean
/-- The trajectory `ψ` obeys the Schrödinger equation `ψ' = -i H ψ` at all times. -/
def Schrodinger (e D : ℝ) (ψ : ℝ → Fin 2 → ℂ) : Prop :=
  ∀ t, HasDerivAt ψ ((-I) • (hamiltonian e D *ᵥ ψ t)) t
```

For a vector v, write z for the polarisation and x, y for the two coherences. If v has unit norm, z, x and y are the expectations of σz, σx and σy.

```lean
/-- The polarisation `|v₀|² - |v₁|²`. -/
def polarisation (v : Fin 2 → ℂ) : ℝ := normSq (v 0) - normSq (v 1)

/-- The coherence `2 Re (v₀* v₁)`. -/
def blochX (v : Fin 2 → ℂ) : ℝ := 2 * ((v 0).re * (v 1).re + (v 0).im * (v 1).im)

/-- The coherence `2 Im (v₀* v₁)`. -/
def blochY (v : Fin 2 → ℂ) : ℝ := 2 * ((v 0).re * (v 1).im - (v 0).im * (v 1).re)
```

A real function f satisfies `BlipEquation` if it is differentiable and, at all real t,

f′(t) = −D² ∫₀ᵗ cos(e(t−s)) f(s) ds.

```lean
/-- The non-interacting blip equation without a bath:
`f'(t) = -D² ∫₀ᵗ cos(e(t-s)) f(s) ds` at all times. -/
def BlipEquation (e D : ℝ) (f : ℝ → ℝ) : Prop :=
  ∀ t, HasDerivAt f (-D ^ 2 * ∫ s in (0 : ℝ)..t, Real.cos (e * (t - s)) * f s) t
```

Next come a candidate curve and a candidate state, both used from part (f) on, and two memory integrals

A(t) = ∫₀ᵗ cos(es) f(s) ds,  B(t) = ∫₀ᵗ sin(es) f(s) ds.

```lean
/-- The polarisation formula `(e² + D² cos(Et)) / E²`, for `E ≠ 0`. -/
def rabiPolarisation (e D E t : ℝ) : ℝ := (e ^ 2 + D ^ 2 * Real.cos (E * t)) / E ^ 2

/-- The state with amplitudes `cos(Et/2) - i(e/E) sin(Et/2)` and `-i(D/E) sin(Et/2)`,
for `E ≠ 0`. -/
def rabiState (e D E t : ℝ) : Fin 2 → ℂ :=
  ![(Real.cos (E * t / 2) : ℂ) - I * ((e / E * Real.sin (E * t / 2) : ℝ) : ℂ),
    -I * ((D / E * Real.sin (E * t / 2) : ℝ) : ℂ)]

/-- The cosine memory integral `∫₀ᵗ cos(es) f(s) ds`. -/
def memoryCos (e : ℝ) (f : ℝ → ℝ) (t : ℝ) : ℝ := ∫ s in (0 : ℝ)..t, Real.cos (e * s) * f s

/-- The sine memory integral `∫₀ᵗ sin(es) f(s) ds`. -/
def memorySin (e : ℝ) (f : ℝ → ℝ) (t : ℝ) : ℝ := ∫ s in (0 : ℝ)..t, Real.sin (e * s) * f s
```

## (a) The generator in components

Show that −iHv has the components

−i(e v₀ + D v₁)/2 and −i(D v₀ − e v₁)/2.

The rows of H are (e/2, D/2) and (D/2, −e/2). Multiply each into v, then by −i. The code does the same, one component at a time.

```lean
/-- The two components of `-i H v`. -/
theorem generator_apply (e D : ℝ) (v : Fin 2 → ℂ) :
    (-I) • (hamiltonian e D *ᵥ v) =
      ![-I * (e / 2 * v 0 + D / 2 * v 1), -I * (D / 2 * v 0 - e / 2 * v 1)] := by
  ext i
  fin_cases i <;> simp [hamiltonian, dotProduct, Fin.sum_univ_two]
  ring
```

## (b) The Bloch equations

Show that every Schrödinger trajectory satisfies

x′ = −e y,  y′ = e x − D z,  z′ = D y.

Write ψ₀ = p + iq and ψ₁ = r + iw. Part (a) gives

p′ = (eq + Dw)/2,  q′ = −(ep + Dr)/2,
r′ = (Dq − ew)/2,  w′ = −(Dp − er)/2.

With x = 2(pr + qw), y = 2(pw − qr) and z = p² + q² − r² − w², the product rule yields

x′ = 2e(qr − pw) = −e y,
y′ = 2e(pr + qw) − D(p² + q² − r² − w²) = e x − D z,
z′ = 2D(pw − qr) = D y.

The four real equations are `r0`, `i0`, `r1` and `i1`; `ring` collects the terms after the product rule.

```lean
/-- The Bloch equations `x' = -e y`, `y' = e x - D z`, `z' = D y` follow from the
Schrödinger equation. -/
theorem bloch_equations {e D : ℝ} {ψ : ℝ → Fin 2 → ℂ} (h : Schrodinger e D ψ) (t : ℝ) :
    HasDerivAt (fun s => blochX (ψ s)) (-e * blochY (ψ t)) t ∧
    HasDerivAt (fun s => blochY (ψ s)) (e * blochX (ψ t) - D * polarisation (ψ t)) t ∧
    HasDerivAt (fun s => polarisation (ψ s)) (D * blochY (ψ t)) t := by
  have h' := h t
  rw [generator_apply] at h'
  have h0 : HasDerivAt (fun s => ψ s 0) (-I * (e / 2 * ψ t 0 + D / 2 * ψ t 1)) t :=
    hasDerivAt_pi.1 h' 0
  have h1 : HasDerivAt (fun s => ψ s 1) (-I * (D / 2 * ψ t 0 - e / 2 * ψ t 1)) t :=
    hasDerivAt_pi.1 h' 1
  -- real and imaginary parts of both amplitudes
  have r0 : HasDerivAt (fun s => (ψ s 0).re) ((e * (ψ t 0).im + D * (ψ t 1).im) / 2) t := by
    refine (Complex.reCLM.hasFDerivAt.comp_hasDerivAt t h0).congr_deriv ?_
    simp
    ring
  have i0 : HasDerivAt (fun s => (ψ s 0).im) (-(e * (ψ t 0).re + D * (ψ t 1).re) / 2) t := by
    refine (Complex.imCLM.hasFDerivAt.comp_hasDerivAt t h0).congr_deriv ?_
    simp
    ring
  have r1 : HasDerivAt (fun s => (ψ s 1).re) ((D * (ψ t 0).im - e * (ψ t 1).im) / 2) t := by
    refine (Complex.reCLM.hasFDerivAt.comp_hasDerivAt t h1).congr_deriv ?_
    simp
    ring
  have i1 : HasDerivAt (fun s => (ψ s 1).im) (-(D * (ψ t 0).re - e * (ψ t 1).re) / 2) t := by
    refine (Complex.imCLM.hasFDerivAt.comp_hasDerivAt t h1).congr_deriv ?_
    simp
    ring
  simp only [blochX, blochY, polarisation, Complex.normSq_apply]
  refine ⟨(((r0.fun_mul r1).fun_add (i0.fun_mul i1)).const_mul 2).congr_deriv ?_,
    (((r0.fun_mul i1).fun_sub (i0.fun_mul r1)).const_mul 2).congr_deriv ?_,
    (((r0.fun_mul r0).fun_add (i0.fun_mul i0)).fun_sub
      ((r1.fun_mul r1).fun_add (i1.fun_mul i1))).congr_deriv ?_⟩ <;> ring
```

## (c) Eliminating the coherences

Show that, for any initial state,

z′(t) = D[sin(et) x(0) + cos(et) y(0)] − D² ∫₀ᵗ cos(e(t−s)) z(s) ds.

Fix t and set F(s) = cos(e(t−s)) y(s) + sin(e(t−s)) x(s). By (b), the terms in e cancel:

F′(s) = −D cos(e(t−s)) z(s).

Integrating from 0 to t gives

y(t) − cos(et) y(0) − sin(et) x(0) = −D ∫₀ᵗ cos(e(t−s)) z(s) ds.

Solve for y(t) and insert it in z′ = D y. In the code, `hF` is the derivative of F and `hI` the integrated identity.

```lean
/-- For any initial state the polarisation of a Schrödinger trajectory obeys the blip equation with
an added inhomogeneous term `D (sin(et) x(0) + cos(et) y(0))` from the initial coherences. -/
theorem exact_memory_equation {e D : ℝ} {ψ : ℝ → Fin 2 → ℂ} (h : Schrodinger e D ψ) (t : ℝ) :
    HasDerivAt (fun s => polarisation (ψ s))
      (D * (Real.sin (e * t) * blochX (ψ 0) + Real.cos (e * t) * blochY (ψ 0))
        - D ^ 2 * ∫ s in (0 : ℝ)..t, Real.cos (e * (t - s)) * polarisation (ψ s)) t := by
  have hz : Continuous (fun s => polarisation (ψ s)) :=
    continuous_iff_continuousAt.2 fun s => (bloch_equations h s).2.2.continuousAt
  -- in the frame rotating with the bias, only the polarisation drives the coherence
  have hF : ∀ s, HasDerivAt (fun s => Real.cos (e * (t - s)) * blochY (ψ s)
      + Real.sin (e * (t - s)) * blochX (ψ s))
      (-D * (Real.cos (e * (t - s)) * polarisation (ψ s))) s := by
    intro s
    have hu : HasDerivAt (fun s => e * (t - s)) (-e) s := by
      simpa using ((hasDerivAt_id s).const_sub t).const_mul e
    obtain ⟨hx, hy, -⟩ := bloch_equations h s
    refine ((hu.cos.fun_mul hy).fun_add (hu.sin.fun_mul hx)).congr_deriv ?_
    ring
  have hc : Continuous (fun s => -D * (Real.cos (e * (t - s)) * polarisation (ψ s))) := by
    fun_prop
  have hI := intervalIntegral.integral_eq_sub_of_hasDerivAt (fun s _ => hF s)
    (hc.intervalIntegrable 0 t)
  rw [intervalIntegral.integral_const_mul] at hI
  simp only [sub_self, mul_zero, Real.cos_zero, Real.sin_zero, sub_zero] at hI
  refine (bloch_equations h t).2.2.congr_deriv ?_
  linear_combination (-D) * hI
```

## (d) A conserved quantity with memory

Show that every solution f of the blip equation satisfies

f(t)² + D²[A(t)² + B(t)²] = f(0)².

The addition theorem for the cosine, `split` in the code, turns the blip equation into

f′ = −D²[cos(et) A + sin(et) B].

Since A′ = cos(et) f and B′ = sin(et) f, the left side has derivative

2f f′ + 2D² f [cos(et) A + sin(et) B] = 0.

It is therefore constant, and A(0) = B(0) = 0 fixes its value.

```lean
/-- Every solution of the blip equation conserves `f² + D² (A² + B²)`, with `A` and `B`
its cosine and sine memory integrals. -/
theorem blip_invariant {e D : ℝ} {f : ℝ → ℝ} (h : BlipEquation e D f) (t : ℝ) :
    f t ^ 2 + D ^ 2 * (memoryCos e f t ^ 2 + memorySin e f t ^ 2) = f 0 ^ 2 := by
  have hf : Continuous f := continuous_iff_continuousAt.2 fun s => (h s).continuousAt
  have cA : Continuous (fun s => Real.cos (e * s) * f s) := by fun_prop
  have cB : Continuous (fun s => Real.sin (e * s) * f s) := by fun_prop
  have hd : ∀ u, HasDerivAt (fun u => f u * f u + D ^ 2 *
      (memoryCos e f u * memoryCos e f u + memorySin e f u * memorySin e f u)) 0 u := by
    intro u
    have hA : HasDerivAt (memoryCos e f) (Real.cos (e * u) * f u) u :=
      (cA.integral_hasStrictDerivAt 0 u).hasDerivAt
    have hB : HasDerivAt (memorySin e f) (Real.sin (e * u) * f u) u :=
      (cB.integral_hasStrictDerivAt 0 u).hasDerivAt
    -- the addition theorem splits the memory kernel
    have split : ∫ s in (0 : ℝ)..u, Real.cos (e * (u - s)) * f s =
        Real.cos (e * u) * memoryCos e f u + Real.sin (e * u) * memorySin e f u := by
      unfold memoryCos memorySin
      rw [← intervalIntegral.integral_const_mul, ← intervalIntegral.integral_const_mul,
        ← intervalIntegral.integral_add ((cA.const_mul _).intervalIntegrable 0 u)
          ((cB.const_mul _).intervalIntegrable 0 u)]
      apply intervalIntegral.integral_congr
      intro s _
      dsimp only
      rw [mul_sub, Real.cos_sub]
      ring
    have hu := h u
    rw [split] at hu
    refine ((hu.fun_mul hu).fun_add
      (((hA.fun_mul hA).fun_add (hB.fun_mul hB)).const_mul (D ^ 2))).congr_deriv ?_
    ring
  have c := is_const_of_deriv_eq_zero (fun u => (hd u).differentiableAt)
    (fun u => (hd u).deriv) t 0
  have zA : memoryCos e f 0 = 0 := intervalIntegral.integral_same
  have zB : memorySin e f 0 = 0 := intervalIntegral.integral_same
  simp only [zA, zB] at c
  linear_combination c
```

## (e) The initial value fixes the solution

Let f and g solve the blip equation with f(0) = g(0). Show that, at all t,

f(t) = g(t).

The equation is linear, so f − g solves it too (`hq`), with initial value zero. By (d),

(f − g)² + D²(A² + B²) = 0,

where A and B now belong to f − g. Both terms are non-negative, so f − g vanishes.

```lean
/-- Two solutions of the blip equation with the same initial value agree at all times. -/
theorem blip_unique {e D : ℝ} {f g : ℝ → ℝ} (hf : BlipEquation e D f)
    (hg : BlipEquation e D g) (h0 : f 0 = g 0) (t : ℝ) : f t = g t := by
  have cf : Continuous f := continuous_iff_continuousAt.2 fun s => (hf s).continuousAt
  have cg : Continuous g := continuous_iff_continuousAt.2 fun s => (hg s).continuousAt
  have hq : BlipEquation e D (fun s => f s - g s) := by
    intro u
    have kf : Continuous (fun s => Real.cos (e * (u - s)) * f s) := by fun_prop
    have kg : Continuous (fun s => Real.cos (e * (u - s)) * g s) := by fun_prop
    have hs : ∫ s in (0 : ℝ)..u, Real.cos (e * (u - s)) * (f s - g s) =
        (∫ s in (0 : ℝ)..u, Real.cos (e * (u - s)) * f s)
          - ∫ s in (0 : ℝ)..u, Real.cos (e * (u - s)) * g s := by
      rw [← intervalIntegral.integral_sub (kf.intervalIntegrable 0 u)
        (kg.intervalIntegrable 0 u)]
      apply intervalIntegral.integral_congr
      intro s _
      dsimp only
      ring
    refine ((hf u).fun_sub (hg u)).congr_deriv ?_
    rw [hs]
    ring
  -- the invariant of the difference vanishes
  have hi := blip_invariant hq t
  simp only [h0, sub_self] at hi
  have hp : 0 ≤ D ^ 2 * (memoryCos e (fun s => f s - g s) t ^ 2
      + memorySin e (fun s => f s - g s) t ^ 2) := by positivity
  have hsq : (f t - g t) ^ 2 = 0 := le_antisymm (by linarith) (sq_nonneg _)
  exact sub_eq_zero.1 (pow_eq_zero_iff two_ne_zero |>.1 hsq)
```

## (f) An explicit trajectory

Let E² = e² + D² with E ≠ 0; either sign of E is allowed. With C = cos(Et/2) and S = sin(Et/2), take

ψ₀ = C − i(e/E)S,  ψ₁ = −i(D/E)S.

Show that this starts in (1, 0), solves the Schrödinger equation and has

z(t) = (e² + D² cos(Et))/E².

At t = 0, C = 1 and S = 0. Differentiating and using E² = e² + D²,

ψ₀′ = −(E/2)S − i(e/2)C = −i(eψ₀ + Dψ₁)/2,
ψ₁′ = −i(D/2)C = −i(Dψ₀ − eψ₁)/2.

The polarisation is

C² + (e² − D²)S²/E² = [e²(C² + S²) + D²(C² − S²)]/E²,

and C² − S² = cos(Et). The `linear_combination` steps carry out this algebra.

```lean
/-- If `E² = e² + D²` is nonzero, `rabiState` starts in the first localised state, solves the
Schrödinger equation and has polarisation `(e² + D² cos(Et)) / E²`. -/
theorem rabiState_witness {e D E : ℝ} (hE : E ^ 2 = e ^ 2 + D ^ 2) (hE0 : E ≠ 0) :
    rabiState e D E 0 = ![1, 0] ∧ Schrodinger e D (rabiState e D E) ∧
      ∀ t, polarisation (rabiState e D E t) = rabiPolarisation e D E t := by
  refine ⟨by simp [rabiState], fun t => ?_, fun t => ?_⟩
  · have hl : HasDerivAt (fun s : ℝ => E * s / 2) (E / 2) t := by
      simpa using ((hasDerivAt_id t).const_mul E).div_const 2
    have hq : (E : ℂ) ^ 2 = (e : ℂ) ^ 2 + (D : ℂ) ^ 2 := by exact_mod_cast hE
    have hinv : (E : ℂ) * (E : ℂ)⁻¹ = 1 := mul_inv_cancel₀ (by exact_mod_cast hE0)
    rw [generator_apply]
    refine hasDerivAt_pi.2 (Fin.forall_fin_two.2 ⟨?_, ?_⟩)
    · refine (hl.cos.ofReal_comp.fun_sub
        ((hl.sin.const_mul (e / E)).ofReal_comp.const_mul I)).congr_deriv ?_
      simp only [rabiState, Matrix.cons_val_zero, Matrix.cons_val_one]
      push_cast
      linear_combination (Complex.sin (E * t / 2) * E / 2
          - I * e * Complex.cos (E * t / 2) / 2) * hinv
        - ((e : ℂ) ^ 2 + (D : ℂ) ^ 2) * (E : ℂ)⁻¹ * Complex.sin (E * t / 2) / 2 * Complex.I_sq
        - (E : ℂ)⁻¹ * Complex.sin (E * t / 2) / 2 * hq
    · refine ((hl.sin.const_mul (D / E)).ofReal_comp.const_mul (-I)).congr_deriv ?_
      simp only [rabiState, Matrix.cons_val_zero, Matrix.cons_val_one]
      push_cast
      linear_combination (-(I * D * Complex.cos (E * t / 2) / 2)) * hinv
  · have n0 : ∀ x y : ℝ, normSq ((x : ℂ) - I * (y : ℂ)) = x ^ 2 + y ^ 2 := by
      intro x y
      simp [Complex.normSq_apply]
      ring
    have n1 : ∀ y : ℝ, normSq (-I * (y : ℂ)) = y ^ 2 := by
      intro y
      simp [Complex.normSq_apply]
      ring
    have hcos : Real.cos (E * t) = 2 * Real.cos (E * t / 2) ^ 2 - 1 := by
      rw [← Real.cos_two_mul]
      congr 1
      ring
    simp only [polarisation, rabiState, Matrix.cons_val_zero, Matrix.cons_val_one]
    rw [n0, n1, rabiPolarisation, hcos, eq_div_iff (pow_ne_zero 2 hE0)]
    have h1 : (e / E * Real.sin (E * t / 2)) ^ 2 * E ^ 2
        = e ^ 2 * Real.sin (E * t / 2) ^ 2 := by field_simp
    have h2 : (D / E * Real.sin (E * t / 2)) ^ 2 * E ^ 2
        = D ^ 2 * Real.sin (E * t / 2) ^ 2 := by field_simp
    linear_combination h1 - h2 + Real.cos (E * t / 2) ^ 2 * hE
      + (e ^ 2 - D ^ 2) * Real.sin_sq_add_cos_sq (E * t / 2)
```

## (g) The localised start

Let ψ(0) = (1, 0). Show that the polarisation of any such Schrödinger trajectory obeys

z′(t) = −D² ∫₀ᵗ cos(e(t−s)) z(s) ds.

Since ψ₁(0) = 0, both x(0) and y(0) vanish, and with them the inhomogeneous term in (c).

```lean
/-- A Schrödinger trajectory that starts in the first localised state has a polarisation obeying the
blip equation. -/
theorem localised_blip {e D : ℝ} {ψ : ℝ → Fin 2 → ℂ} (h : Schrodinger e D ψ)
    (h0 : ψ 0 = ![1, 0]) : BlipEquation e D (fun t => polarisation (ψ t)) := by
  intro t
  have hx : blochX (ψ 0) = 0 := by simp [h0, blochX]
  have hy : blochY (ψ 0) = 0 := by simp [h0, blochY]
  refine (exact_memory_equation h t).congr_deriv ?_
  rw [hx, hy]
  ring
```

## (h) All solutions that start at one

With E as in (f), show that

f(0) = 1 and f solves the blip equation ⇔ f(t) = (e² + D² cos(Et))/E² for all t.

The polarisation of the state in (f) starts at one and, by (g), solves the equation. This proves the direction from right to left. Conversely, (e) forces any other solution with initial value one to agree with it.

```lean
/-- A function starts at one and obeys the blip equation exactly when it equals
`(e² + D² cos(Et)) / E²` at all times, where `E² = e² + D²` is nonzero. -/
theorem blip_equation_iff {e D E : ℝ} (hE : E ^ 2 = e ^ 2 + D ^ 2) (hE0 : E ≠ 0)
    (f : ℝ → ℝ) :
    (f 0 = 1 ∧ BlipEquation e D f) ↔ ∀ t, f t = rabiPolarisation e D E t := by
  obtain ⟨w0, wS, wP⟩ := rabiState_witness hE hE0
  have hb := localised_blip wS w0
  have hone : polarisation (rabiState e D E 0) = 1 := by simp [w0, polarisation]
  constructor
  · rintro ⟨h1, hf⟩ t
    rw [← wP t]
    exact blip_unique hf hb (h1.trans hone.symm) t
  · intro hf
    have hfun : f = fun t => polarisation (rabiState e D E t) :=
      funext fun t => (hf t).trans (wP t).symm
    rw [hfun]
    exact ⟨hone, hb⟩
```

## (i) Every localised trajectory

With E as in (f), show that every Schrödinger trajectory with ψ(0) = (1, 0), not only the explicit one, has

|ψ₀(t)|² − |ψ₁(t)|² = (e² + D² cos(Et))/E².

Its polarisation starts at one and obeys the blip equation by (g), so (h) applies.

```lean
/-- If `E² = e² + D²` is nonzero, every Schrödinger trajectory from the first localised state has
polarisation `(e² + D² cos(Et)) / E²`. -/
theorem localised_polarisation {e D E : ℝ} (hE : E ^ 2 = e ^ 2 + D ^ 2) (hE0 : E ≠ 0)
    {ψ : ℝ → Fin 2 → ℂ} (h : Schrodinger e D ψ) (h0 : ψ 0 = ![1, 0]) (t : ℝ) :
    polarisation (ψ t) = rabiPolarisation e D E t :=
  (blip_equation_iff hE hE0 (fun s => polarisation (ψ s))).1
    ⟨by simp [h0, polarisation], localised_blip h h0⟩ t

end

end UncoupledSpinBoson
```

```lean
#print axioms UncoupledSpinBoson.localised_blip
#print axioms UncoupledSpinBoson.localised_polarisation
```

```
'UncoupledSpinBoson.localised_blip' depends on axioms: [propext, Classical.choice, Quot.sound]
'UncoupledSpinBoson.localised_polarisation' depends on axioms: [propext, Classical.choice, Quot.sound]
```

## Numbers and limits

Take e = 3, D = 4, E = 5. Then z(t) = (9 + 16 cos 5t)/25, which falls to −7/25 = −0.28 at t = π/5. The memory integral is

(9/25)(sin 3t)/3 + (16/25)(5 sin 5t − 3 sin 3t)/16 = (sin 5t)/5,

and −16 times this is −(16/5) sin 5t, the derivative of z.

Without bias (e = 0, D ≠ 0) the curve is cos(Dt). Without tunnelling (D = 0, e ≠ 0) it stays at one.

For a numerical solver of the spin-boson memory equation, the formula is a reference curve at zero coupling; it does not measure the error of the blip approximation once a bath is present.
